# For \(n\ge 2\), the Young symmetriser of shape \((n-1,1)\) squares to \(n\,(n-2)!\) times itself

Suppose a code normalises a row symmetriser and a column antisymmetriser separately, each to a projector, and then uses their product as a projector too. For four particles and shape \((3,1)\), every application after the first multiplies the state by \(2/3\). No symmetry is violated, so a symmetry check passes while the norm shrinks, and expectation values that are not divided by the squared norm are scaled down with it. The cause is a wrong constant.

Take \(n\ge2\) particle labels and two different ones, \(p\) and \(q\). The tableau has \(q\) alone in its second row, below \(p\), and all other labels in the first row. In the group algebra of the permutations, with identity \(e\), let

\[
a=\sum_{h:\,hq=q}h,\qquad b=e-(p\,q),\qquad c=ab .
\]

Then

\[
c^2=\kappa\,c,\qquad \kappa=n\,(n-2)!,\qquad c\neq0 .
\]

More generally, for every permutation \(g\),

\[
c\,g\,c=\kappa\,\varepsilon(g)\,c,\qquad
\varepsilon(g)=\begin{cases}1&gq=q\\-1&gq=p\\0&\text{otherwise.}\end{cases}
\]

With rational coefficients, \(P=c/\kappa\) satisfies \(P^2=P\) and \(PgP=\varepsilon(g)P\). Separate normalisation divides by \(2(n-1)!\) instead, which equals \(\kappa\) only for \(n=2\).

## Where a spin-adapted code uses the constant

Acting on the labels of \(n\) spins one half, \(c\) produces either zero or a state of total spin \(S=n/2-1\), so \(P=c/\kappa\) projects onto states of this one total spin (for \(n\ge3\), not onto all of them), whatever the Hamiltonian. A code that applies \(P\) more than once relies on \(P^2=P\). Where a permutation stands between two symmetrisers, the formula for \(cgc\) leaves a single symmetriser, with a coefficient that is read off from \(gq\).

## Counting permutations by where they send \(q\)

Products are read right to left: \((gh)x=g(hx)\). Let \(T_j\) be the sum of all permutations that send \(q\) to \(j\), so that \(a=T_q\), and let \(E=\sum_jT_j\) be the sum of all permutations.

**Left multiplication.** As \(h\) runs over the permutations fixing \(q\), \(gh\) runs once over those sending \(q\) to \(gq\). Hence \(ga=T_{gq}\).

**The product \(aga\).** If \(g\) fixes \(q\), then \(ga=a\). Each of the \((n-1)!\) terms of the left factor also leaves \(a\) unchanged, so \(aga=a^2=(n-1)!\,a\).

If \(g\) moves \(q\), put \(r=gq\neq q\). Then

\[
aga=\sum_{h:\,hq=q}hga=\sum_{h:\,hq=q}T_{hr}.
\]

The label \(hr\) is never \(q\), since \(h\) already sends \(q\) there. For each \(j\neq q\), the permutations \(h\) with \(hq=q\) and \(hr=j\) become, after left multiplication by \((r\,j)\), exactly those fixing both \(q\) and \(r\). There are \((n-2)!\) of them. Therefore

\[
aga=(n-2)!\sum_{j\ne q}T_j=(n-2)!\,(E-a).
\]

**Multiplying by \(b\).** Right multiplication by \((p\,q)\) only reorders \(E\), so \(Eb=E-E(p\,q)=0\). It follows that

\[
agc=\begin{cases}(n-1)!\,c&gq=q\\-(n-2)!\,c&gq\ne q.\end{cases}
\]

**Expanding the left \(b\).** We have

\[
cgc=agc-a\,(p\,q)g\,c ,
\]

and \((p\,q)g\) fixes \(q\) exactly when \(gq=p\). The coefficient of \(c\) is thus

- \((n-1)!+(n-2)!=n(n-2)!\) if \(gq=q\);
- \(-(n-2)!-(n-1)!=-n(n-2)!\) if \(gq=p\);
- \(-(n-2)!+(n-2)!=0\) otherwise, a case that arises only for \(n\ge3\).

Setting \(g=e\) gives \(c^2=\kappa c\).

**Why \(c\) is not zero.** Let permutations act on functions of the label by \((gf)(x)=f(g^{-1}x)\), and let \(\delta_j\) be the function that is 1 at \(j\) and 0 elsewhere. Then \(b\,\delta_q=\delta_q-\delta_p\), which is 1 at \(q\). Every term of \(a\) fixes \(q\) and preserves that value, so \((c\,\delta_q)(q)=(n-1)!\), which is positive.

## The Lean file

```lean
import Mathlib

open Finset
open scoped Nat

namespace YoungSymmetrizerHook

noncomputable section

variable {α : Type*} [Fintype α] [DecidableEq α]

/-- A permutation of the particle labels, regarded as an element of the integer group algebra. -/
def permOp : Equiv.Perm α →* MonoidAlgebra ℤ (Equiv.Perm α) :=
  MonoidAlgebra.of ℤ (Equiv.Perm α)

/-- The row symmetriser `a`: the sum of all permutations that fix the label `q`. -/
def rowSym (q : α) : MonoidAlgebra ℤ (Equiv.Perm α) :=
  ∑ g : Equiv.Perm α with g q = q, permOp g

/-- The column antisymmetriser `b = e - (p q)`. -/
def colAnti (p q : α) : MonoidAlgebra ℤ (Equiv.Perm α) :=
  1 - permOp (Equiv.swap p q)

/-- The product `c = a b` of row symmetriser and column antisymmetriser. For `p ≠ q` it is the
Young symmetriser of the tableau with `q` alone in the second row, below `p`. -/
def youngSym (p q : α) : MonoidAlgebra ℤ (Equiv.Perm α) :=
  rowSym q * colAnti p q

/-- The permutations of `n` labels that fix every label of a set `s` number `(n - |s|)!`. -/
theorem card_fixing (s : Finset α) :
    (univ.filter fun g : Equiv.Perm α => ∀ x ∈ s, g x = x).card
      = (Fintype.card α - s.card)! := by
  classical
  have hs : Fintype.card {x // x ∉ s} = Fintype.card α - s.card := by
    rw [Fintype.card_subtype, ← Finset.card_compl]
    congr 1
    ext x
    simp
  rw [← hs, ← Fintype.card_perm,
    Fintype.card_congr (Equiv.Perm.subtypeEquivSubtypePerm (fun x => x ∉ s)),
    Fintype.card_subtype]
  congr 1
  ext g
  simp

/-- If `r` and `j` both differ from `q`, then `(n - 2)!` permutations of the `n` labels fix `q`
and send `r` to `j`. -/
theorem card_fix_send {q r j : α} (hr : r ≠ q) (hj : j ≠ q) :
    (univ.filter fun h : Equiv.Perm α => h q = q ∧ h r = j).card
      = (Fintype.card α - 2)! := by
  rw [← Finset.card_pair hr.symm, ← card_fixing]
  -- composing with the transposition (r j) turns them into permutations fixing q and r
  refine Finset.card_equiv (Equiv.mulLeft (Equiv.swap r j)) fun h => ?_
  simp [Equiv.swap_apply_eq_iff, Equiv.swap_apply_of_ne_of_ne hr.symm hj.symm]

/-- Multiplying the row symmetriser from the left by `g` gives the sum of all permutations that
send `q` to `g q`. -/
theorem permOp_mul_rowSym (g : Equiv.Perm α) (q : α) :
    permOp g * rowSym q = ∑ k : Equiv.Perm α with k q = g q, permOp k := by
  rw [rowSym, Finset.mul_sum]
  refine Finset.sum_equiv (Equiv.mulLeft g) (fun h => ?_) (fun h _ => ?_)
  · simp
  · exact (map_mul permOp g h).symm

/-- If `g` moves `q`, then `a g a` is `(n - 2)!` times the sum of all permutations
that move `q`. -/
theorem rowSym_mul_mul_rowSym {g : Equiv.Perm α} {q : α} (hg : g q ≠ q) :
    rowSym q * permOp g * rowSym q
      = ((Fintype.card α - 2)! : ℕ) * ∑ k : Equiv.Perm α with ¬ k q = q, permOp k := by
  calc rowSym q * permOp g * rowSym q
      = ∑ h : Equiv.Perm α with h q = q, permOp h * (permOp g * rowSym q) := by
        rw [← Finset.sum_mul, mul_assoc]; rfl
    _ = ∑ h : Equiv.Perm α with h q = q,
          ∑ k : Equiv.Perm α with k q = h (g q), permOp k := by
        refine Finset.sum_congr rfl fun h _ => ?_
        rw [← mul_assoc, ← map_mul, permOp_mul_rowSym, Equiv.Perm.mul_apply]
    -- exchange the sums: count how often each permutation k occurs
    _ = ∑ k : Equiv.Perm α with ¬ k q = q,
          ∑ h : Equiv.Perm α with h q = q ∧ h (g q) = k q, permOp k := by
        refine Finset.sum_comm' fun h k => ?_
        simp only [Finset.mem_filter, Finset.mem_univ, true_and]
        constructor
        · rintro ⟨h1, h2⟩
          exact ⟨⟨h1, h2.symm⟩, fun h3 => hg (h.injective (by rw [← h2, h3, h1]))⟩
        · rintro ⟨⟨h1, h2⟩, _⟩
          exact ⟨h1, h2.symm⟩
    _ = _ := by
        rw [Finset.mul_sum]
        refine Finset.sum_congr rfl fun k hk => ?_
        rw [Finset.sum_const, card_fix_send hg (Finset.mem_filter.1 hk).2, nsmul_eq_mul]

/-- The sum of all permutations is annihilated by the column antisymmetriser. -/
theorem sum_mul_colAnti (p q : α) :
    (∑ k : Equiv.Perm α, permOp k) * colAnti p q = 0 := by
  rw [colAnti, mul_sub, mul_one, Finset.sum_mul, sub_eq_zero]
  exact (Fintype.sum_equiv (Equiv.mulRight (Equiv.swap p q)) _ _
    (fun k => (map_mul permOp k (Equiv.swap p q)).symm)).symm

/-- The product `a g c` is `(n - 1)! c` if `g` fixes `q`, and `-(n - 2)! c` if `g` moves `q`. -/
theorem rowSym_mul_mul_youngSym (p q : α) (g : Equiv.Perm α) :
    rowSym q * permOp g * youngSym p q
      = ((if g q = q then ((Fintype.card α - 1)! : ℤ) else -((Fintype.card α - 2)! : ℤ) : ℤ) :
          MonoidAlgebra ℤ (Equiv.Perm α)) * youngSym p q := by
  have absorb : ∀ h : Equiv.Perm α, h q = q → permOp h * rowSym q = rowSym q := by
    intro h hh
    rw [permOp_mul_rowSym, hh]; rfl
  have assoc : rowSym q * permOp g * youngSym p q
      = rowSym q * permOp g * rowSym q * colAnti p q := by
    simp only [youngSym, mul_assoc]
  by_cases hg : g q = q
  · have hc : (univ.filter fun h : Equiv.Perm α => h q = q).card
        = (Fintype.card α - 1)! := by
      simpa using card_fixing ({q} : Finset α)
    have h2 : rowSym q * rowSym q = ((Fintype.card α - 1)! : ℕ) * rowSym q := by
      calc rowSym q * rowSym q
          = ∑ h : Equiv.Perm α with h q = q, permOp h * rowSym q := by
            rw [← Finset.sum_mul]; rfl
        _ = ∑ h : Equiv.Perm α with h q = q, rowSym q :=
            Finset.sum_congr rfl fun h hh => absorb h (Finset.mem_filter.1 hh).2
        _ = _ := by rw [Finset.sum_const, hc, nsmul_eq_mul]
    rw [assoc, if_pos hg, mul_assoc (rowSym q), absorb g hg, h2, mul_assoc,
      Int.cast_natCast, youngSym]
  · -- the permutations moving q are all permutations minus those fixing q
    have h := sum_mul_colAnti p q
    rw [← Finset.sum_filter_add_sum_filter_not univ (fun k : Equiv.Perm α => k q = q),
      add_mul] at h
    have h3 : (∑ k : Equiv.Perm α with ¬ k q = q, permOp k) * colAnti p q
        = -youngSym p q := eq_neg_of_add_eq_zero_right h
    rw [assoc, if_neg hg, rowSym_mul_mul_rowSym hg, mul_assoc, h3, Int.cast_neg,
      Int.cast_natCast, mul_neg, neg_mul]

/-- For `p ≠ q` and any permutation `g` of the `n` labels, `c g c` is a multiple of `c`: the factor
is `n (n - 2)!` if `g` fixes `q`, `-n (n - 2)!` if `g` sends `q` to `p`, and zero otherwise. -/
theorem youngSym_mul_mul_youngSym {p q : α} (hpq : p ≠ q) (g : Equiv.Perm α) :
    youngSym p q * permOp g * youngSym p q
      = ((Fintype.card α * (Fintype.card α - 2)! *
          (if g q = q then 1 else if g q = p then -1 else 0) : ℤ) :
          MonoidAlgebra ℤ (Equiv.Perm α)) * youngSym p q := by
  have key : youngSym p q * permOp g * youngSym p q
      = rowSym q * permOp g * youngSym p q
        - rowSym q * permOp (Equiv.swap p q * g) * youngSym p q := by
    calc youngSym p q * permOp g * youngSym p q
        = rowSym q * (1 - permOp (Equiv.swap p q)) * permOp g * youngSym p q := rfl
      _ = _ := by rw [map_mul]; noncomm_ring
  have hfac : ((Fintype.card α - 1)! : ℤ)
      = ((Fintype.card α : ℤ) - 1) * ((Fintype.card α - 2)! : ℤ) := by
    have h2 : 2 ≤ Fintype.card α := Fintype.one_lt_card_iff.2 ⟨p, q, hpq⟩
    obtain ⟨m, hm⟩ := Nat.exists_eq_add_of_le' h2
    have e1 : m + 2 - 1 = m + 1 := rfl
    have e2 : m + 2 - 2 = m := rfl
    rw [hm, e1, e2, Nat.factorial_succ]
    push_cast
    ring
  have ht : (Equiv.swap p q * g) q = q ↔ g q = p := by
    rw [Equiv.Perm.mul_apply, Equiv.swap_apply_eq_iff, Equiv.swap_apply_right]
  rw [key, rowSym_mul_mul_youngSym, rowSym_mul_mul_youngSym, ← sub_mul, ← Int.cast_sub]
  refine congrArg
    (fun z : ℤ => (z : MonoidAlgebra ℤ (Equiv.Perm α)) * youngSym p q) ?_
  simp only [ht, hfac]
  by_cases h1 : g q = q
  · have h2 : ¬ g q = p := fun h => hpq (h.symm.trans h1)
    simp only [if_pos h1, if_neg h2]
    ring
  · by_cases h2 : g q = p
    · simp only [if_neg h1, if_pos h2]
      ring
    · simp only [if_neg h1, if_neg h2]
      ring

/-- For `n` labels and `p ≠ q`, the Young symmetriser of shape `(n - 1, 1)` satisfies
`c² = n (n - 2)! c`. -/
theorem youngSym_sq {p q : α} (hpq : p ≠ q) :
    youngSym p q * youngSym p q
      = ((Fintype.card α * (Fintype.card α - 2)! : ℕ) :
          MonoidAlgebra ℤ (Equiv.Perm α)) * youngSym p q := by
  have h := youngSym_mul_mul_youngSym hpq 1
  rw [map_one, mul_one, Equiv.Perm.one_apply, if_pos rfl, mul_one] at h
  exact_mod_cast h

/-- For `p ≠ q` the Young symmetriser is not zero. -/
theorem youngSym_ne_zero {p q : α} (hpq : p ≠ q) : youngSym p q ≠ 0 := by
  intro h0
  -- let permutations act on functions of the label
  obtain ⟨ρ, hρ⟩ : ∃ ρ : Equiv.Perm α →* Module.End ℤ (α → ℤ),
      ∀ g f x, ρ g f x = f (g⁻¹ x) :=
    ⟨{ toFun := fun g => LinearMap.funLeft ℤ ℤ (g⁻¹ : Equiv.Perm α)
       map_one' := LinearMap.ext fun _ => rfl
       map_mul' := fun _ _ => LinearMap.ext fun _ => rfl }, fun _ _ _ => rfl⟩
  obtain ⟨L, hL⟩ : ∃ L : MonoidAlgebra ℤ (Equiv.Perm α) →ₐ[ℤ] Module.End ℤ (α → ℤ),
      ∀ g, L (permOp g) = ρ g :=
    ⟨MonoidAlgebra.lift _ _ _ ρ, fun g => by simp [permOp]⟩
  -- evaluate the action of c on the indicator function of q at the label q
  have h1 : L (youngSym p q) (Pi.single q 1) q
      = ∑ h : Equiv.Perm α with h q = q, (1 : ℤ) := by
    rw [youngSym, map_mul, Module.End.mul_apply, rowSym, map_sum, LinearMap.sum_apply,
      Finset.sum_apply]
    refine Finset.sum_congr rfl fun h hh => ?_
    have hq : h⁻¹ q = q := Equiv.Perm.inv_eq_iff_eq.2 (Finset.mem_filter.1 hh).2.symm
    rw [hL, hρ, hq, colAnti, map_sub, map_one, hL, LinearMap.sub_apply, Pi.sub_apply, hρ,
      Equiv.swap_inv, Equiv.swap_apply_right, Module.End.one_apply, Pi.single_eq_same,
      Pi.single_eq_of_ne hpq, sub_zero]
  rw [h0, map_zero, LinearMap.zero_apply, Pi.zero_apply] at h1
  have h2 : 0 < ∑ h : Equiv.Perm α with h q = q, (1 : ℤ) :=
    Finset.sum_pos (fun _ _ => one_pos) ⟨1, by simp⟩
  exact h2.ne h1

/-- For the `n + 2` labels `0, …, n + 1`, the Young symmetriser built from the permutations fixing
the last label and the transposition of first and last satisfies `c² = (n + 2) n! c`. -/
theorem youngSym_sq_fin (n : ℕ) :
    youngSym (0 : Fin (n + 2)) (Fin.last (n + 1)) * youngSym 0 (Fin.last (n + 1))
      = (((n + 2) * n ! : ℕ) : MonoidAlgebra ℤ (Equiv.Perm (Fin (n + 2))))
        * youngSym 0 (Fin.last (n + 1)) := by
  have hne : (0 : Fin (n + 2)) ≠ Fin.last (n + 1) := by
    intro h
    have h' := congrArg Fin.val h
    simp at h'
  have h := youngSym_sq hne
  simp only [Fintype.card_fin, Nat.add_sub_cancel] at h
  exact h

end

end YoungSymmetrizerHook
```

```lean
#print axioms YoungSymmetrizerHook.youngSym_sq
#print axioms YoungSymmetrizerHook.youngSym_ne_zero
#print axioms YoungSymmetrizerHook.youngSym_sq_fin
```

```
'YoungSymmetrizerHook.youngSym_sq' depends on axioms: [propext, Classical.choice, Quot.sound]
'YoungSymmetrizerHook.youngSym_ne_zero' depends on axioms: [propext, Classical.choice, Quot.sound]
'YoungSymmetrizerHook.youngSym_sq_fin' depends on axioms: [propext, Classical.choice, Quot.sound]
```

## The theorems in terms of labels and operators

The type `α` is the finite set of labels, and `Fintype.card α` is \(n\). `MonoidAlgebra ℤ (Equiv.Perm α)` is the group algebra with integer coefficients, and `permOp g` is the permutation \(g\) as an element of it. The definitions `rowSym q`, `colAnti p q` and `youngSym p q` are \(a\), \(b\) and \(c\). Numerical factors appear as integer multiples of the algebra's identity.

`youngSym_mul_mul_youngSym` is the formula for \(cgc\), `youngSym_sq` is the square, and `youngSym_ne_zero` says that \(c\ne0\). Their only hypothesis is `p ≠ q`, which forces \(n\ge2\). Since \(p\) and \(q\) are otherwise arbitrary, every tableau of this shape is covered.

`youngSym_sq_fin` specialises to zero-based labels, with \(p\) the first and \(q\) the last. Its variable `n` is the number of labels minus two, so its factor reads `(n + 2) * n !`.

The order of factors is a convention to compare with your code: here \(b\) acts first. For \(ba\) the constant is the same, because replacing each permutation by its inverse reverses products and turns \(ab\) into \(ba\).

## How the lemmas carry the count

`card_fixing` counts the permutations that fix a given set by identifying them with the permutations of the remaining labels. `card_fix_send` supplies the \((n-2)!\) through the transposition \((r\,j)\). `permOp_mul_rowSym` is \(ga=T_{gq}\), `rowSym_mul_mul_rowSym` is the product \(aga\) for \(g\) moving \(q\), and `sum_mul_colAnti` is \(Eb=0\).

`rowSym_mul_mul_youngSym` combines these into the two values of \(agc\). In the main theorem, `key` expands the left \(b\), `hfac` writes \((n-1)!\) as \((n-1)(n-2)!\), and `ht` states when \((p\,q)g\) fixes \(q\). The three cases then close by `ring`. For \(c\neq0\), `MonoidAlgebra.lift` extends the action on functions from permutations to the whole algebra.

## Exchanging dependent sums with `Finset.sum_comm'`

The proof turns on the double sum in `rowSym_mul_mul_rowSym`. The outer sum runs over \(h\) fixing \(q\), and the inner one over \(k\) with \(kq=h(gq)\), so the inner range depends on the outer variable. `Finset.sum_comm'` exchanges such sums once it is shown that both orders describe the same pairs \((h,k)\).

In the new order, \(k\) runs over the permutations moving \(q\), and \(h\) over those with \(hq=q\) and \(h(gq)=kq\). The one point that needs an argument is that \(k\) does move \(q\). If \(kq=q\), then \(h(gq)=q=hq\), and injectivity of \(h\) gives \(gq=q\), contrary to hypothesis. The summand `permOp k` does not depend on \(h\), which is now the inner variable, so the inner sum is `permOp k` times a count, and `card_fix_send` evaluates that count.

## What a code may assume, and what it must still check

The value of \(\kappa\) holds for every \(n\ge2\), and because \(c\neq0\) no other number could take its place. The file treats the shape \((n-1,1)\) only; the constant depends on the shape in general. The main theorems are statements about the group algebra, so the link to total spin made above rests on standard representation theory and not on these theorems.

Idempotent does not mean orthogonal. In a unitary representation the adjoint of \(ab\) is \(ba\), and for \(n\ge3\) these are different elements of the algebra. \(P\) is then in general an oblique projector, and \(\langle\psi|P|\psi\rangle\) need not equal \(\lVert P\psi\rVert^2\).

The integers in the file are unbounded, whereas \(\kappa\) no longer fits in a 64-bit integer from \(n=22\) on. Rounding, and whether a given routine implements \(a\) and \(b\) as defined here, remain matters for the code's own tests.
